# For a nondegenerate, twice differentiable real unit eigenvector ψ of a finite symmetric matrix H(R), −⟨ψ,ψ''⟩ is a nonnegative sum over states

**Q:** You represent the electronic Hamiltonian by a finite real matrix H(R) and the state by a coefficient vector ψ(R). James-Coolidge and Kolos-Wolniewicz functions move with the nuclei. Where did that motion go?

**A:** It is left out. The vectors refer to an orthonormal basis that doesn't depend on the internuclear distance R. With functions in elliptic coordinates, the derivative of the wavefunction also contains derivatives of the basis functions, and the formula here doesn't include them.

```lean
import Mathlib

open Matrix Topology

namespace AdiabaticCorrection

noncomputable section

variable {n : Type*} [Fintype n] [DecidableEq n]
```

**Q:** What do you assume about the state?

**A:** Near R₀, ψ(R) is differentiable, has unit length and satisfies Hψ = Eψ. The matrix H need only be symmetric and differentiable at R₀ itself. In the code `ψ'` is a function of R, while `H'` is the derivative at R₀ only. Nothing is assumed about the differentiability of E.

```lean
/-- An electronic state followed along R near R₀: ψ(R) is a differentiable unit eigenvector of
H(R) with energy E(R), H(R₀) is symmetric, and H' is the derivative of H at R₀. -/
structure ElectronicBranch (H : ℝ → Matrix n n ℝ) (H' : Matrix n n ℝ) (E : ℝ → ℝ)
    (ψ ψ' : ℝ → n → ℝ) (R₀ : ℝ) : Prop where
  symm : (H R₀).IsSymm
  deriv_H : ∀ i j, HasDerivAt (fun r => H r i j) (H' i j) R₀
  deriv_ψ : ∀ᶠ R in 𝓝 R₀, ∀ i, HasDerivAt (fun r => ψ r i) (ψ' R i) R
  unit : ∀ᶠ R in 𝓝 R₀, ψ R ⬝ᵥ ψ R = 1
  eigen : ∀ᶠ R in 𝓝 R₀, H R *ᵥ ψ R = E R • ψ R
```

**Q:** And "nondegenerate"?

**A:** At R₀ there is a complete orthonormal set of eigenvectors φₖ with energies εₖ. Number g is ψ(R₀), and every other εₖ differs from E(R₀).

```lean
/-- A complete orthonormal set of eigenvectors φₖ of A with energies εₖ, in which the state
number g is ψ₀ and every other energy differs from E₀. -/
structure IsSimpleEigenbasis (A : Matrix n n ℝ) (ψ₀ : n → ℝ) (E₀ : ℝ)
    (φ : n → n → ℝ) (ε : n → ℝ) (g : n) : Prop where
  orth : ∀ i j, φ i ⬝ᵥ φ j = if i = j then 1 else 0
  eigen : ∀ k, A *ᵥ φ k = ε k • φ k
  state : φ g = ψ₀
  simple : ∀ k, k ≠ g → ε k ≠ E₀
```

**Q:** Is this the whole adiabatic correction?

**A:** No, only its R-derivative part. The term −(1/2μ) d²/dR² of the nuclear kinetic energy, with μ the reduced nuclear mass in atomic units, acts on ψ and is averaged over ψ. The second derivative `ψ''` at R₀ is a separate hypothesis, `h2`, in the theorems that use it.

```lean
/-- The R-derivative adiabatic correction -⟨ψ,ψ''⟩/(2μ) in atomic units, for reduced nuclear
mass μ ≠ 0, as a function of the state and its second R-derivative. -/
def adiabaticCorrection (μ : ℝ) (ψ₀ ψ'' : n → ℝ) : ℝ := 1 / (2 * μ) * -(ψ₀ ⬝ᵥ ψ'')
```

**Q:** Show me the derivation before the code.

**A:** Write ⟨u,v⟩ for the real dot product, `u ⬝ᵥ v` in Lean. Differentiate ⟨ψ,ψ⟩ = 1 once, then again:

2⟨ψ,ψ'⟩ = 0

⟨ψ',ψ'⟩ + ⟨ψ,ψ''⟩ = 0

So −⟨ψ,ψ''⟩ = ‖ψ'‖². Next differentiate E = ⟨ψ,Hψ⟩, using the symmetry of H:

E' = ⟨ψ,H'ψ⟩ + 2E⟨ψ,ψ'⟩ = ⟨ψ,H'ψ⟩

For k ≠ g, hold φₖ fixed at its R₀ value and differentiate ⟨φₖ,Hψ⟩ = E⟨φₖ,ψ⟩:

⟨φₖ,H'ψ⟩ + εₖ⟨φₖ,ψ'⟩ = E'⟨φₖ,ψ⟩ + E⟨φₖ,ψ'⟩

Since ⟨φₖ,ψ⟩ = 0 at R₀,

⟨φₖ,H'ψ⟩ = (E − εₖ)⟨φₖ,ψ'⟩

Expand ψ' in the φₖ. The g component vanishes, and dividing by the nonzero gaps gives

‖ψ'‖² = Σ_{k≠g} ⟨φₖ,H'ψ⟩²/(εₖ − E)²

**Q:** Which tools does Lean need for that?

**A:** The product rule for overlaps, the symmetry of H, and Parseval's identity. For the last, the φₖ are the rows of a square matrix B. From BBᵀ = 1 follows BᵀB = 1, so B preserves length.

```lean
omit [DecidableEq n] in
/-- Product rule for the overlap of two R-dependent real vectors. -/
theorem hasDerivAt_overlap {u v : ℝ → n → ℝ} {u' v' : n → ℝ} {R : ℝ}
    (hu : ∀ i, HasDerivAt (fun r => u r i) (u' i) R)
    (hv : ∀ i, HasDerivAt (fun r => v r i) (v' i) R) :
    HasDerivAt (fun r => u r ⬝ᵥ v r) (u' ⬝ᵥ v R + u R ⬝ᵥ v') R := by
  simp only [dotProduct, ← Finset.sum_add_distrib]
  exact HasDerivAt.fun_sum fun i _ => (hu i).fun_mul (hv i)

omit [DecidableEq n] in
private lemma symm_dot {A : Matrix n n ℝ} (hA : A.IsSymm) (x y : n → ℝ) :
    x ⬝ᵥ A *ᵥ y = (A *ᵥ x) ⬝ᵥ y := by
  rw [Matrix.dotProduct_mulVec x A y, ← Matrix.mulVec_transpose, hA.eq]

private lemma parseval {φ : n → n → ℝ}
    (hφ : ∀ i j, φ i ⬝ᵥ φ j = if i = j then 1 else 0) (v : n → ℝ) :
    v ⬝ᵥ v = ∑ k, (φ k ⬝ᵥ v) ^ 2 := by
  let B : Matrix n n ℝ := Matrix.of φ
  have h1 : B * Bᵀ = 1 := by
    ext i j
    rw [Matrix.one_apply]
    exact hφ i j
  have h2 : Bᵀ * B = 1 := mul_eq_one_comm.1 h1
  have h3 : (B *ᵥ v) ⬝ᵥ (B *ᵥ v) = v ⬝ᵥ v := by
    rw [Matrix.dotProduct_mulVec, ← Matrix.mulVec_transpose, Matrix.mulVec_mulVec, h2,
      Matrix.one_mulVec]
  rw [← h3]
  exact Finset.sum_congr rfl fun k _ => (sq (φ k ⬝ᵥ v)).symm
```

**Q:** How does it differentiate the normalisation?

**A:** It computes the derivative of ⟨ψ,ψ⟩ twice, by the product rule and as that of a constant, and `unique` equates the results. Orthogonality holds throughout a neighbourhood of R₀, so it can be differentiated again.

```lean
variable {H : ℝ → Matrix n n ℝ} {H' : Matrix n n ℝ} {E : ℝ → ℝ} {ψ ψ' : ℝ → n → ℝ}
  {R₀ : ℝ} {ψ'' : n → ℝ} {φ : n → n → ℝ} {ε : n → ℝ} {g : n}

omit [DecidableEq n] in
/-- Along an electronic branch the real unit state is orthogonal to its own R-derivative at all
R near R₀. -/
theorem overlap_deriv_eq_zero (h : ElectronicBranch H H' E ψ ψ' R₀) :
    ∀ᶠ R in 𝓝 R₀, ψ R ⬝ᵥ ψ' R = 0 := by
  filter_upwards [h.deriv_ψ, h.unit.eventually_nhds] with R hd hu
  have h1 := hasDerivAt_overlap hd hd
  have h2 : HasDerivAt (fun r => ψ r ⬝ᵥ ψ r) 0 R :=
    (hasDerivAt_const R (1 : ℝ)).congr_of_eventuallyEq hu
  have h3 := h1.unique h2
  rw [dotProduct_comm (ψ' R)] at h3
  linarith

omit [DecidableEq n] in
/-- Along an electronic branch whose state has second derivative ψ'' at R₀,
-⟨ψ,ψ''⟩ = ‖ψ'‖² there. -/
theorem neg_overlap_second_deriv (h : ElectronicBranch H H' E ψ ψ' R₀)
    (h2 : ∀ i, HasDerivAt (fun r => ψ' r i) (ψ'' i) R₀) :
    -(ψ R₀ ⬝ᵥ ψ'') = ψ' R₀ ⬝ᵥ ψ' R₀ := by
  have h3 := hasDerivAt_overlap h.deriv_ψ.self_of_nhds h2
  have h4 : HasDerivAt (fun r => ψ r ⬝ᵥ ψ' r) 0 R₀ :=
    (hasDerivAt_const R₀ (0 : ℝ)).congr_of_eventuallyEq (overlap_deriv_eq_zero h)
  linarith [h3.unique h4]
```

**Q:** And the energy?

**A:** `hellmann_feynman` proves that E is differentiable, because E agrees with ⟨ψ,Hψ⟩ near R₀. `coupling_eq` then differentiates the projected eigenvalue equation.

```lean
omit [DecidableEq n] in
private lemma hasDerivAt_mulVec (h : ElectronicBranch H H' E ψ ψ' R₀) (i : n) :
    HasDerivAt (fun r => (H r *ᵥ ψ r) i) ((H' *ᵥ ψ R₀ + H R₀ *ᵥ ψ' R₀) i) R₀ := by
  have h1 := hasDerivAt_overlap (u := fun r j => H r i j) (u' := fun j => H' i j)
    (h.deriv_H i) h.deriv_ψ.self_of_nhds
  exact h1

omit [DecidableEq n] in
/-- Hellmann-Feynman theorem: along an electronic branch the energy is differentiable at R₀, with
derivative ⟨ψ,H'ψ⟩. -/
theorem hellmann_feynman (h : ElectronicBranch H H' E ψ ψ' R₀) :
    HasDerivAt E (ψ R₀ ⬝ᵥ H' *ᵥ ψ R₀) R₀ := by
  have h1 := hasDerivAt_overlap h.deriv_ψ.self_of_nhds (hasDerivAt_mulVec h)
  have hE : E =ᶠ[𝓝 R₀] fun r => ψ r ⬝ᵥ H r *ᵥ ψ r := by
    filter_upwards [h.unit, h.eigen] with r hu he
    rw [he, dotProduct_smul, hu, smul_eq_mul, mul_one]
  refine (h1.congr_of_eventuallyEq hE).congr_deriv ?_
  -- the two terms with ψ' vanish because ψ' is orthogonal to ψ
  have h0 := (overlap_deriv_eq_zero h).self_of_nhds
  rw [dotProduct_add, symm_dot h.symm (ψ R₀) (ψ' R₀), h.eigen.self_of_nhds, dotProduct_smul,
    smul_dotProduct, dotProduct_comm (ψ' R₀), h0]
  simp

omit [DecidableEq n] in
/-- Along an electronic branch, for an eigenvector χ of H(R₀) with energy e, orthogonal to ψ(R₀),
the coupling through H' at R₀ is ⟨χ,H'ψ⟩ = (E - e)⟨χ,ψ'⟩. -/
theorem coupling_eq (h : ElectronicBranch H H' E ψ ψ' R₀) {χ : n → ℝ} {e : ℝ}
    (hχ : H R₀ *ᵥ χ = e • χ) (ho : χ ⬝ᵥ ψ R₀ = 0) :
    χ ⬝ᵥ H' *ᵥ ψ R₀ = (E R₀ - e) * (χ ⬝ᵥ ψ' R₀) := by
  have hc : ∀ i, HasDerivAt (fun _ : ℝ => χ i) ((0 : n → ℝ) i) R₀ :=
    fun i => hasDerivAt_const R₀ (χ i)
  -- differentiate ⟨χ,Hψ⟩ = E⟨χ,ψ⟩ on both sides
  have h1 := hasDerivAt_overlap (u := fun _ => χ) hc (hasDerivAt_mulVec h)
  have h2 := (hellmann_feynman h).fun_mul
    (hasDerivAt_overlap (u := fun _ => χ) hc h.deriv_ψ.self_of_nhds)
  have h3 : (fun r => χ ⬝ᵥ H r *ᵥ ψ r) =ᶠ[𝓝 R₀] fun r => E r * (χ ⬝ᵥ ψ r) := by
    filter_upwards [h.eigen] with r he
    rw [he, dotProduct_smul, smul_eq_mul]
  have h4 := h1.unique (h2.congr_of_eventuallyEq h3)
  rw [dotProduct_add, symm_dot h.symm χ (ψ' R₀), hχ, smul_dotProduct, ho] at h4
  simp only [zero_dotProduct, smul_eq_mul, mul_zero, zero_add] at h4
  linarith
```

**Q:** Where does simplicity enter?

**A:** In the division. `sum_over_states` applies Parseval, removes the g term and substitutes the coupling formula.

```lean
/-- For an electronic branch with simple energy at R₀ and second derivative ψ'' there,
-⟨ψ,ψ''⟩ = ‖ψ'‖² = Σ ⟨φₖ,H'ψ⟩²/(εₖ - E)², summed over all the other eigenstates. -/
theorem sum_over_states (h : ElectronicBranch H H' E ψ ψ' R₀)
    (h2 : ∀ i, HasDerivAt (fun r => ψ' r i) (ψ'' i) R₀)
    (hb : IsSimpleEigenbasis (H R₀) (ψ R₀) (E R₀) φ ε g) :
    -(ψ R₀ ⬝ᵥ ψ'') = ψ' R₀ ⬝ᵥ ψ' R₀ ∧
    ψ' R₀ ⬝ᵥ ψ' R₀ =
      ∑ k ∈ Finset.univ.erase g, (φ k ⬝ᵥ H' *ᵥ ψ R₀) ^ 2 / (ε k - E R₀) ^ 2 := by
  refine ⟨neg_overlap_second_deriv h h2, ?_⟩
  rw [parseval hb.orth, ← Finset.add_sum_erase _ _ (Finset.mem_univ g), hb.state,
    (overlap_deriv_eq_zero h).self_of_nhds, zero_pow two_ne_zero, zero_add]
  refine Finset.sum_congr rfl fun k hk => ?_
  have hkg := Finset.ne_of_mem_erase hk
  have ho : φ k ⬝ᵥ ψ R₀ = 0 := by rw [← hb.state, hb.orth, if_neg hkg]
  rw [eq_div_iff (pow_ne_zero 2 (sub_ne_zero.2 (hb.simple k hkg))),
    coupling_eq h (hb.eigen k) ho]
  ring
```

**Q:** What does the sign tell a spectroscopist?

**A:** In this finite, fixed-basis model, adding the term never lowers the Born-Oppenheimer curve. That needs μ > 0 but not simplicity. With simplicity, the term is zero exactly when every coupling is, since a sum of nonnegative terms vanishes only term by term.

```lean
omit [DecidableEq n] in
/-- For positive reduced mass the R-derivative adiabatic correction of an electronic branch is
nonnegative. -/
theorem adiabaticCorrection_nonneg (h : ElectronicBranch H H' E ψ ψ' R₀)
    (h2 : ∀ i, HasDerivAt (fun r => ψ' r i) (ψ'' i) R₀) {μ : ℝ} (hμ : 0 < μ) :
    0 ≤ adiabaticCorrection μ (ψ R₀) ψ'' := by
  rw [adiabaticCorrection, neg_overlap_second_deriv h h2]
  exact mul_nonneg (by positivity) (Finset.sum_nonneg fun i _ => mul_self_nonneg _)

/-- For positive reduced mass and an electronic branch with simple energy at R₀, the R-derivative
adiabatic correction there vanishes exactly when H' couples ψ to none of the other eigenstates. -/
theorem adiabaticCorrection_eq_zero_iff (h : ElectronicBranch H H' E ψ ψ' R₀)
    (h2 : ∀ i, HasDerivAt (fun r => ψ' r i) (ψ'' i) R₀)
    (hb : IsSimpleEigenbasis (H R₀) (ψ R₀) (E R₀) φ ε g) {μ : ℝ} (hμ : 0 < μ) :
    adiabaticCorrection μ (ψ R₀) ψ'' = 0 ↔ ∀ k, k ≠ g → φ k ⬝ᵥ H' *ᵥ ψ R₀ = 0 := by
  obtain ⟨e1, e2⟩ := sum_over_states h h2 hb
  have hm : 1 / (2 * μ) ≠ 0 := by positivity
  rw [adiabaticCorrection, e1, e2, mul_eq_zero, or_iff_right hm,
    Finset.sum_eq_zero_iff_of_nonneg (fun k _ => by positivity)]
  constructor
  · intro hz k hk
    have h3 := hz k (Finset.mem_erase.2 ⟨hk, Finset.mem_univ k⟩)
    have h4 := pow_ne_zero 2 (sub_ne_zero.2 (hb.simple k hk))
    exact pow_eq_zero_iff two_ne_zero |>.1 ((div_eq_zero_iff.1 h3).resolve_right h4)
  · intro hz k hk
    rw [hz k (Finset.ne_of_mem_erase hk)]
    simp
```

**Q:** Can I bound it without all the excited states?

**A:** Yes, given a lower bound Δ on the gaps. Replace each denominator by Δ². By Parseval, the remaining numerators add up to ‖H'ψ‖² − ⟨ψ,H'ψ⟩².

```lean
/-- For an electronic branch with simple energy at R₀ and second derivative ψ'' there, if all other
energies lie at least Δ > 0 away from E(R₀), then -⟨ψ,ψ''⟩ ≤ (‖H'ψ‖² - ⟨ψ,H'ψ⟩²)/Δ². -/
theorem gap_bound (h : ElectronicBranch H H' E ψ ψ' R₀)
    (h2 : ∀ i, HasDerivAt (fun r => ψ' r i) (ψ'' i) R₀)
    (hb : IsSimpleEigenbasis (H R₀) (ψ R₀) (E R₀) φ ε g) {Δ : ℝ} (hΔ : 0 < Δ)
    (hgap : ∀ k, k ≠ g → Δ ≤ |ε k - E R₀|) :
    -(ψ R₀ ⬝ᵥ ψ'') ≤
      ((H' *ᵥ ψ R₀) ⬝ᵥ (H' *ᵥ ψ R₀) - (ψ R₀ ⬝ᵥ H' *ᵥ ψ R₀) ^ 2) / Δ ^ 2 := by
  obtain ⟨e1, e2⟩ := sum_over_states h h2 hb
  rw [e1, e2, parseval hb.orth (H' *ᵥ ψ R₀),
    ← Finset.add_sum_erase _ _ (Finset.mem_univ g), hb.state, add_sub_cancel_left,
    Finset.sum_div]
  refine Finset.sum_le_sum fun k hk => ?_
  have h3 : Δ ^ 2 ≤ (ε k - E R₀) ^ 2 := by
    rw [← sq_abs (ε k - E R₀)]
    exact pow_le_pow_left₀ hΔ.le (hgap k (Finset.ne_of_mem_erase hk)) 2
  exact div_le_div_of_nonneg_left (sq_nonneg _) (pow_pos hΔ 2) h3
```

**Q:** How would I get ‖ψ'‖² in a code?

**A:** With H given in a fixed orthonormal basis, as here, diagonalise it at R₀ ± h for a small step h, choose the eigenvector signs so that the overlap S = ⟨ψ(R₀+h),ψ(R₀−h)⟩ is positive, and use the central difference:

‖ψ'‖² ≈ (1 − S)/(2h²)

**Q:** Give me the smallest case.

**A:** With one basis function the sum is empty and the correction is zero. With two, take the matrix `rotH` below, whose energies are −1 and 1, and its state ψ = (cos R, sin R) of energy −1, at R₀ = 0. Then ψ'' = (−1, 0), so −⟨ψ,ψ''⟩ = 1. The coupling is −2 and the gap is 2, so the sum is 4/4 = 1 as well. The last theorem checks that this example meets all the hypotheses, using the double-angle formulas for the eigenvalue equation.

```lean
/-- A two-state Hamiltonian whose eigenvectors rotate with R. -/
def rotH (r : ℝ) : Matrix (Fin 2) (Fin 2) ℝ :=
  !![-Real.cos (2 * r), -Real.sin (2 * r); -Real.sin (2 * r), Real.cos (2 * r)]

/-- The rotating two-state Hamiltonian with the state (cos R, sin R) of energy -1 meets all the
hypotheses of `sum_over_states` at R₀ = 0. -/
theorem rotating_two_state_witness :
    ElectronicBranch rotH !![0, -2; -2, 0] (fun _ => -1)
      (fun r => ![Real.cos r, Real.sin r]) (fun r => ![-Real.sin r, Real.cos r]) 0 ∧
    (∀ i, HasDerivAt (fun r : ℝ => ![-Real.sin r, Real.cos r] i) ((![-1, 0] : Fin 2 → ℝ) i) 0) ∧
    IsSimpleEigenbasis (rotH 0) ![Real.cos 0, Real.sin 0] (-1)
      ![![1, 0], ![0, 1]] ![-1, 1] 0 := by
  have hl : HasDerivAt (fun r : ℝ => 2 * r) 2 0 :=
    ((hasDerivAt_id' (0 : ℝ)).const_mul 2).congr_deriv (by norm_num)
  have hc : HasDerivAt (fun r : ℝ => Real.cos (2 * r)) 0 0 := hl.cos.congr_deriv (by simp)
  have hc' : HasDerivAt (fun r : ℝ => -Real.cos (2 * r)) 0 0 := hc.fun_neg.congr_deriv (by simp)
  have hs : HasDerivAt (fun r : ℝ => -Real.sin (2 * r)) (-2) 0 :=
    hl.sin.fun_neg.congr_deriv (by simp)
  refine ⟨⟨?_, ?_, ?_, ?_, ?_⟩, ?_, ⟨?_, ?_, ?_, ?_⟩⟩
  · exact Matrix.IsSymm.ext (by intro i j; fin_cases i <;> fin_cases j <;> simp [rotH])
  · exact Fin.forall_fin_two.2 ⟨Fin.forall_fin_two.2 ⟨hc', hs⟩, Fin.forall_fin_two.2 ⟨hs, hc⟩⟩
  · exact Filter.Eventually.of_forall fun r =>
      Fin.forall_fin_two.2 ⟨Real.hasDerivAt_cos r, Real.hasDerivAt_sin r⟩
  · refine Filter.Eventually.of_forall fun r => ?_
    simp [dotProduct, Fin.sum_univ_two, ← sq]
  · refine Filter.Eventually.of_forall fun r => ?_
    have h0 : -Real.cos (2 * r) * Real.cos r + -Real.sin (2 * r) * Real.sin r
        = -1 * Real.cos r := by
      rw [Real.cos_two_mul, Real.sin_two_mul]
      linear_combination (-2 * Real.cos r) * Real.sin_sq_add_cos_sq r
    have h1 : -Real.sin (2 * r) * Real.cos r + Real.cos (2 * r) * Real.sin r
        = -1 * Real.sin r := by
      rw [Real.cos_two_mul, Real.sin_two_mul]
      ring
    funext i
    fin_cases i
    · simpa [rotH, Matrix.mulVec, dotProduct, Fin.sum_univ_two] using h0
    · simpa [rotH, Matrix.mulVec, dotProduct, Fin.sum_univ_two] using h1
  · exact Fin.forall_fin_two.2 ⟨(Real.hasDerivAt_sin 0).fun_neg.congr_deriv (by simp),
      (Real.hasDerivAt_cos 0).congr_deriv (by simp)⟩
  · intro i j
    fin_cases i <;> fin_cases j <;> simp [dotProduct, Fin.sum_univ_two]
  · intro k
    funext i
    fin_cases k <;> fin_cases i <;> simp [rotH, Matrix.mulVec, dotProduct, Fin.sum_univ_two]
  · funext i
    fin_cases i <;> simp
  · refine Fin.forall_fin_two.2 ⟨fun hk => absurd rfl hk, fun _ => ?_⟩
    show (1 : ℝ) ≠ -1
    norm_num

end

end AdiabaticCorrection
```

```lean
#print axioms AdiabaticCorrection.sum_over_states
-- 'AdiabaticCorrection.sum_over_states' depends on axioms: [propext, Classical.choice, Quot.sound]
#print axioms AdiabaticCorrection.adiabaticCorrection_nonneg
-- 'AdiabaticCorrection.adiabaticCorrection_nonneg' depends on axioms: [propext, Classical.choice, Quot.sound]
#print axioms AdiabaticCorrection.adiabaticCorrection_eq_zero_iff
-- 'AdiabaticCorrection.adiabaticCorrection_eq_zero_iff' depends on axioms: [propext, Classical.choice, Quot.sound]
#print axioms AdiabaticCorrection.gap_bound
-- 'AdiabaticCorrection.gap_bound' depends on axioms: [propext, Classical.choice, Quot.sound]
```
